# Gaussian imaginary-time steps have expected sum of squares β and diverging expected length, while for Lipschitz paths the sum of squares tends to zero

In units with $\hbar=m=1$, cross an imaginary-time interval of length $\beta>0$ in one random step $\sqrt{\beta}\,z_0$, with $z_0$ standard normal. The expected square of the step is $\beta$. Now use two steps, $\sqrt{\beta/2}\,z_0$ and $\sqrt{\beta/2}\,z_1$. Each has expected square $\beta/2$, so the sum is still $\beta$, but the expected length has grown by a factor $\sqrt2$. A straight path of slope $L$ behaves differently: its single squared step $L^2\beta^2$ becomes $2(L\beta/2)^2=L^2\beta^2/2$, and its length stays the same. The difference is that a random step scales as the square root of the time slice, and a straight one as the slice itself.

## Expectations for P slices

Let $P\ge1$ and $d_i=\sqrt{\beta/P}\,z_i$ for $i=0,\dots,P-1$, each $z_i$ standard normal. When the $z_i$ are independent, these are the steps of a free particle in one dimension, in units with $\hbar=m=1$; the expectations below hold with or without independence. Write $S=\sum_i d_i^2$ for the squared-step sum, $\ell=\sum_i|d_i|$ for the length and $V=\frac1P\sum_i\big(d_i/(\beta/P)\big)^2$ for the mean squared velocity. The claim is

$$\mathbb E S=\beta,\qquad \mathbb E\,\ell=\sqrt{2\beta P/\pi},\qquad \mathbb E V=P/\beta .$$

Two moments are needed. Since $z_i$ has mean zero and variance one, $\mathbb E z_i^2=1$. By symmetry of the density,

$$\mathbb E|z_i|=\frac{2}{\sqrt{2\pi}}\int_0^\infty x\,e^{-x^2/2}\,dx=\frac{2}{\sqrt{2\pi}}\Big[-e^{-x^2/2}\Big]_0^\infty=\sqrt{\frac2\pi}.$$

Linearity of the expectation then gives

$$\mathbb E S=P\cdot\frac{\beta}{P}=\beta,\qquad \mathbb E\,\ell=P\sqrt{\frac{\beta}{P}}\sqrt{\frac2\pi}=\sqrt{\frac{2\beta P}{\pi}}.$$

Pulling the constants out of $V$ gives $V=(P/\beta^2)\,S$, hence $\mathbb E V=P/\beta$. At fixed $\beta$, both $\mathbb E\,\ell$ and $\mathbb E V$ diverge as $P\to\infty$.

This bears on kinetic energies in path-integral Monte Carlo: for the free, open path treated here, half the mean squared velocity has expectation $P/(2\beta)$, so by itself it has no finite continuum limit.

## The Lipschitz comparison

Let a path $x$ satisfy $|x(s)-x(t)|\le L|s-t|$ on $[0,\beta]$; physically, its speed is bounded by $L$. Its increments on the uniform grid obey

$$\left|x\!\left(\tfrac{(i+1)\beta}{P}\right)-x\!\left(\tfrac{i\beta}{P}\right)\right|\le \frac{L\beta}{P}.$$

Squaring and summing $P$ terms bounds the squared-step sum by $P(L\beta/P)^2=L^2\beta^2/P$, which tends to zero. Summing absolute values bounds the length by $L\beta$. For $x(\tau)=L\tau$ every increment equals $L\beta/P$, so the first bound is attained.

## Steps and path functionals in Lean

The development uses Mathlib's measure theory and probability.

```lean
import Mathlib

open MeasureTheory ProbabilityTheory Filter Real
open scoped NNReal Topology

namespace PathIntegralRoughness

noncomputable section
```

The random steps are a function of a vector `z` indexed by `Fin P`, whose indices run from $0$ to $P-1$.

```lean
/-- The steps `√(β/P) z_i` of a free imaginary-time path with `P ≥ 1` slices. -/
def freeSteps {P : ℕ} (β : ℝ) (z : Fin P → ℝ) : Fin P → ℝ :=
  fun i => √(β / P) * z i
```

For a given path, `pathSteps` takes differences on the uniform grid.

```lean
/-- The increments of a path `x` over `P ≥ 1` equal slices of the interval from `0` to `β`. -/
def pathSteps (β : ℝ) (P : ℕ) (x : ℝ → ℝ) : Fin P → ℝ :=
  fun i => x ((((i : ℕ) : ℝ) + 1) * β / P) - x (((i : ℕ) : ℝ) * β / P)
```

The quantities $S$, $\ell$ and $V$ are defined for any step vector, so the same definitions serve random and deterministic paths.

```lean
/-- The sum of the squared steps. -/
def sqStepSum {P : ℕ} (d : Fin P → ℝ) : ℝ := ∑ i, d i ^ 2

/-- The total length of the steps. -/
def pathLength {P : ℕ} (d : Fin P → ℝ) : ℝ := ∑ i, |d i|

/-- The average over the slices of the squared velocity, step divided by `β/P`,
for `β ≠ 0` and `P ≥ 1`. -/
def meanSqVelocity {P : ℕ} (β : ℝ) (d : Fin P → ℝ) : ℝ :=
  (∑ i, (d i / (β / P)) ^ 2) / P
```

## The two Gaussian moments

In `gaussianReal 0 1` the arguments are the mean and the variance. The proof follows the integral above: `hd` verifies the antiderivative, `ht` its limit at infinity, `half` evaluates the half-line integral, and `hsym` supplies the factor two from symmetry. The remaining steps insert the density and simplify the constant.

```lean
/-- The mean absolute value under the standard normal law is `√(2/π)`. -/
theorem gaussian_mean_abs : ∫ x, |x| ∂(gaussianReal 0 1) = √(2 / π) := by
  -- the half-line integral, from the antiderivative `-exp(-x²/2)`
  have hd : ∀ x : ℝ, HasDerivAt (fun y : ℝ => -Real.exp (-(y ^ 2 / 2)))
      (x * Real.exp (-(x ^ 2 / 2))) x := by
    intro x
    have h0 : HasDerivAt (fun y : ℝ => y ^ 2 / 2) x x := by
      have h := (hasDerivAt_pow 2 x).div_const 2
      simpa using h
    exact h0.fun_neg.exp.fun_neg.congr_deriv (by ring)
  have hq : Tendsto (fun x : ℝ => x ^ 2 / 2) atTop atTop :=
    (tendsto_pow_atTop two_ne_zero).atTop_div_const two_pos
  have ht : Tendsto (fun x : ℝ => -Real.exp (-(x ^ 2 / 2))) atTop (𝓝 0) := by
    have h := (Real.tendsto_exp_neg_atTop_nhds_zero.comp hq).neg
    rw [neg_zero] at h
    exact h
  have half : ∫ x in Set.Ioi (0 : ℝ), x * Real.exp (-(x ^ 2 / 2))
      = 0 - (-Real.exp (-((0 : ℝ) ^ 2 / 2))) :=
    integral_Ioi_of_hasDerivAt_of_nonneg' (fun x _ => hd x)
      (fun x hx => mul_nonneg (le_of_lt hx) (Real.exp_pos _).le) ht
  have hsym : ∫ x : ℝ, |x| * Real.exp (-(|x| ^ 2 / 2))
      = 2 * ∫ x in Set.Ioi (0 : ℝ), x * Real.exp (-(x ^ 2 / 2)) :=
    integral_comp_abs (f := fun x : ℝ => x * Real.exp (-(x ^ 2 / 2)))
  have hpdf : ∀ x : ℝ, gaussianPDFReal 0 1 x • |x|
      = (√(2 * π))⁻¹ * (|x| * Real.exp (-(|x| ^ 2 / 2))) := by
    intro x
    simp only [gaussianPDFReal, smul_eq_mul, sq_abs, NNReal.coe_one, sub_zero, mul_one]
    rw [neg_div]
    ring
  have hc : 2 / π = ((√(2 * π))⁻¹ * 2) ^ 2 := by
    rw [mul_pow, inv_pow, Real.sq_sqrt (by positivity)]
    ring
  rw [integral_gaussianReal_eq_integral_smul one_ne_zero]
  simp_rw [hpdf]
  rw [integral_const_mul, hsym, half, hc, Real.sqrt_sq (by positivity)]
  simp
```

The second moment is read off from the variance, because the mean vanishes.

```lean
/-- The mean square under the standard normal law is one. -/
theorem gaussian_mean_sq : ∫ x, x ^ 2 ∂(gaussianReal 0 1) = 1 := by
  have h := variance_of_integral_eq_zero (μ := gaussianReal 0 1) (X := id)
    aemeasurable_id (by simp [integral_id_gaussianReal])
  rw [variance_id_gaussianReal] at h
  simpa using h.symm
```

The hypothesis `HasLaw X (gaussianReal 0 1) μ` says that the random variable `X` on the space `Ω` is distributed as a standard normal. The next lemma carries both moments over to `X` by a change of variables, together with the integrability needed to exchange sum and expectation.

```lean
variable {Ω : Type*} [MeasurableSpace Ω] {μ : Measure Ω}

/-- A standard normal variable has integrable square and absolute value, with means
`1` and `√(2/π)`. -/
theorem standard_normal_moments {X : Ω → ℝ} (hX : HasLaw X (gaussianReal 0 1) μ) :
    (Integrable (fun ω => X ω ^ 2) μ ∧ ∫ ω, X ω ^ 2 ∂μ = 1) ∧
    (Integrable (fun ω => |X ω|) μ ∧ ∫ ω, |X ω| ∂μ = √(2 / π)) := by
  have hL : MemLp id 2 (gaussianReal 0 1) := by
    exact_mod_cast memLp_id_gaussianReal (μ := 0) (v := 1) 2
  have h2 : Integrable (fun x : ℝ => x ^ 2) (μ.map X) := by
    rw [hX.map_eq]
    exact hL.integrable_sq
  have h1 : Integrable (fun x : ℝ => |x|) (μ.map X) := by
    rw [hX.map_eq]
    exact (hL.integrable one_le_two).abs
  have e2 := integral_map hX.aemeasurable h2.aestronglyMeasurable
  have e1 := integral_map hX.aemeasurable h1.aestronglyMeasurable
  rw [hX.map_eq] at e1 e2
  exact ⟨⟨h2.comp_aemeasurable hX.aemeasurable, e2.symm.trans gaussian_mean_sq⟩,
    ⟨h1.comp_aemeasurable hX.aemeasurable, e1.symm.trans gaussian_mean_abs⟩⟩
```

## Expected values and their divergence

The main theorem assumes `0 < β`, `0 < P` and a standard normal law for each `z i`. Independence is not assumed, since only linearity is used. The conclusions concern expectations and say nothing about individual paths. Under these hypotheses $S$ need not be close to $\beta$: if all the $z_i$ are the same variable, then $S=\beta z_0^2$, which has mean $\beta$ but does not concentrate there. The almost sure statement about the quadratic variation of Brownian motion is a separate result that does not follow from this theorem. Interactions and the closure constraint of a ring polymer are also absent from the model.

In the proof, `hS` computes $\mathbb E S$, the next block computes $\mathbb E\,\ell$, and `hv` is the identity $V=(P/\beta^2)S$.

```lean
/-- For a free path of `P` Gaussian steps, the expected squared-step sum is `β`, the expected
length is `√(2βP/π)` and the expected mean squared velocity is `P/β`. -/
theorem free_path_expectations {β : ℝ} (hβ : 0 < β) {P : ℕ} (hP : 0 < P)
    {z : Fin P → Ω → ℝ} (hz : ∀ i, HasLaw (z i) (gaussianReal 0 1) μ) :
    ∫ ω, sqStepSum (freeSteps β fun i => z i ω) ∂μ = β ∧
    ∫ ω, pathLength (freeSteps β fun i => z i ω) ∂μ = √(2 * β * P / π) ∧
    ∫ ω, meanSqVelocity β (freeSteps β fun i => z i ω) ∂μ = P / β := by
  have hP' : (0 : ℝ) < P := by exact_mod_cast hP
  have h0 : 0 ≤ β / P := by positivity
  have m2 : ∀ i, ∫ ω, z i ω ^ 2 ∂μ = 1 := fun i => (standard_normal_moments (hz i)).1.2
  have m1 : ∀ i, ∫ ω, |z i ω| ∂μ = √(2 / π) := fun i => (standard_normal_moments (hz i)).2.2
  have hS : ∫ ω, sqStepSum (freeSteps β fun i => z i ω) ∂μ = β := by
    simp only [sqStepSum, freeSteps, mul_pow, Real.sq_sqrt h0]
    rw [MeasureTheory.integral_finsetSum _
      (fun i _ => (standard_normal_moments (hz i)).1.1.const_mul _)]
    simp only [integral_const_mul, m2, Finset.sum_const, Finset.card_univ,
      Fintype.card_fin, nsmul_eq_mul]
    field_simp
  refine ⟨hS, ?_, ?_⟩
  · simp only [pathLength, freeSteps, abs_mul, abs_of_nonneg (Real.sqrt_nonneg _)]
    rw [MeasureTheory.integral_finsetSum _
      (fun i _ => (standard_normal_moments (hz i)).2.1.const_mul _)]
    simp only [integral_const_mul, m1, Finset.sum_const, Finset.card_univ,
      Fintype.card_fin, nsmul_eq_mul]
    have hc : 2 * β * P / π = (P : ℝ) ^ 2 * (β / P * (2 / π)) := by field_simp
    rw [hc, Real.sqrt_mul (by positivity), Real.sqrt_sq hP'.le, Real.sqrt_mul h0]
  · -- the velocity average is the squared-step sum times `P/β²`
    have hv : ∀ d : Fin P → ℝ, meanSqVelocity β d = P / β ^ 2 * sqStepSum d := by
      intro d
      rw [meanSqVelocity, sqStepSum, Finset.mul_sum, Finset.sum_div]
      refine Finset.sum_congr rfl fun i _ => ?_
      field_simp
    simp_rw [hv]
    rw [integral_const_mul, hS]
    field_simp
```

For the limits, each `P` may have its own family `z P`, with all families defined on one space. The proof takes the limits of the closed forms and transfers them to the expectations, which agree with those forms for every $P>0$.

```lean
/-- The expected length and the expected mean squared velocity of the free path both
diverge as the number of slices grows. -/
theorem free_path_divergence {β : ℝ} (hβ : 0 < β) {z : ∀ P : ℕ, Fin P → Ω → ℝ}
    (hz : ∀ P i, HasLaw (z P i) (gaussianReal 0 1) μ) :
    Tendsto (fun P : ℕ => ∫ ω, pathLength (freeSteps β fun i => z P i ω) ∂μ) atTop atTop ∧
    Tendsto (fun P : ℕ => ∫ ω, meanSqVelocity β (freeSteps β fun i => z P i ω) ∂μ)
      atTop atTop := by
  have hN : Tendsto (fun P : ℕ => (P : ℝ)) atTop atTop := tendsto_natCast_atTop_atTop
  have hlen : Tendsto (fun P : ℕ => √(2 * β * P / π)) atTop atTop :=
    Real.tendsto_sqrt_atTop.comp
      ((hN.const_mul_atTop (by positivity : 0 < 2 * β)).atTop_div_const Real.pi_pos)
  constructor
  · exact hlen.congr' ((eventually_gt_atTop 0).mono fun P hP =>
      (free_path_expectations hβ hP (hz P)).2.1.symm)
  · exact (hN.atTop_div_const hβ).congr' ((eventually_gt_atTop 0).mono fun P hP =>
      (free_path_expectations hβ hP (hz P)).2.2.symm)
```

A concrete instance for each fixed `P` is given by the coordinates of a product of standard normal laws.

```lean
/-- The coordinates of the product of `P` standard normal laws are standard normal. -/
theorem standard_normals_witness (P : ℕ) (i : Fin P) :
    HasLaw (fun ω : Fin P → ℝ => ω i) (gaussianReal 0 1)
      (Measure.pi fun _ : Fin P => gaussianReal 0 1) :=
  ⟨(measurable_pi_apply i).aemeasurable,
    (measurePreserving_eval (fun _ : Fin P => gaussianReal 0 1) i).map_eq⟩
```

## Bounds for Lipschitz paths

The hypothesis `LipschitzOnWith L x (Set.Icc 0 β)` constrains the path only on $[0,\beta]$, and `L : ℝ≥0` makes the constant nonnegative. The first lemma checks that both ends of a slice lie in that interval (`ha`, `hb`) and then applies the Lipschitz inequality.

```lean
/-- Each increment of a path with Lipschitz constant `L` is at most `L β/P` in size. -/
theorem lipschitz_step_le {β : ℝ} (hβ : 0 ≤ β) {L : ℝ≥0} {x : ℝ → ℝ}
    (hx : LipschitzOnWith L x (Set.Icc 0 β)) {P : ℕ} (i : Fin P) :
    |pathSteps β P x i| ≤ L * (β / P) := by
  have hP : (0 : ℝ) < P := by exact_mod_cast i.pos
  have hi : ((i : ℕ) : ℝ) + 1 ≤ P := by exact_mod_cast Nat.succ_le_of_lt i.isLt
  have hm := mul_le_mul_of_nonneg_right hi hβ
  -- both ends of the slice lie in the interval
  have hb : (((i : ℕ) : ℝ) + 1) * β / P ∈ Set.Icc 0 β :=
    ⟨by positivity, by rw [div_le_iff₀ hP]; linarith⟩
  have ha : ((i : ℕ) : ℝ) * β / P ∈ Set.Icc 0 β :=
    ⟨by positivity, by rw [div_le_iff₀ hP]; linarith⟩
  have h := hx.dist_le_mul _ hb _ ha
  have hs : (((i : ℕ) : ℝ) + 1) * β / P - ((i : ℕ) : ℝ) * β / P = β / P := by ring
  rw [Real.dist_eq, Real.dist_eq, hs, abs_of_nonneg (by positivity : 0 ≤ β / P)] at h
  exact h
```

The straight path is evaluated exactly, for a slope of either sign.

```lean
/-- A straight path of slope `L` has squared-step sum exactly `L²β²/P`. -/
theorem straight_path_sqStepSum (β L : ℝ) (P : ℕ) :
    sqStepSum (pathSteps β P fun τ => L * τ) = L ^ 2 * β ^ 2 / P := by
  have hs : ∀ i : Fin P, pathSteps β P (fun τ => L * τ) i = L * (β / P) := by
    intro i
    simp only [pathSteps]
    ring
  simp only [sqStepSum, hs, Finset.sum_const, Finset.card_univ, Fintype.card_fin,
    nsmul_eq_mul]
  by_cases hP : (P : ℝ) = 0
  · simp [hP]
  · field_simp
```

The final theorem compares each squared increment with that of the straight path of slope `L`, which gives `hsq`. The length bound sums the increment estimates directly. The limit follows by squeezing the squared-step sum between zero and $L^2\beta^2/P$. Here $\beta=0$ is allowed, and both bounds then read $0\le0$.

```lean
/-- A path with Lipschitz constant `L` has squared-step sum at most `L²β²/P` and length at most `L
β` on every uniform grid of `P` slices of the interval from `0` to `β`, and its squared-step sum
tends to zero as `P` grows. -/
theorem lipschitz_path_bounds {β : ℝ} (hβ : 0 ≤ β) {L : ℝ≥0} {x : ℝ → ℝ}
    (hx : LipschitzOnWith L x (Set.Icc 0 β)) :
    (∀ P : ℕ, sqStepSum (pathSteps β P x) ≤ (L : ℝ) ^ 2 * β ^ 2 / P) ∧
    (∀ P : ℕ, pathLength (pathSteps β P x) ≤ L * β) ∧
    Tendsto (fun P : ℕ => sqStepSum (pathSteps β P x)) atTop (𝓝 0) := by
  have hsq : ∀ P : ℕ, sqStepSum (pathSteps β P x) ≤ (L : ℝ) ^ 2 * β ^ 2 / P := by
    intro P
    -- compare slice by slice with the straight path of slope `L`
    rw [← straight_path_sqStepSum β L P]
    refine Finset.sum_le_sum fun i _ => ?_
    have hs : pathSteps β P (fun τ => (L : ℝ) * τ) i = L * (β / P) := by
      simp only [pathSteps]
      ring
    rw [hs, ← sq_abs (pathSteps β P x i)]
    exact pow_le_pow_left₀ (abs_nonneg _) (lipschitz_step_le hβ hx i) 2
  refine ⟨hsq, fun P => ?_, ?_⟩
  · have h : pathLength (pathSteps β P x) ≤ ∑ _i : Fin P, (L : ℝ) * (β / P) :=
      Finset.sum_le_sum fun i _ => lipschitz_step_le hβ hx i
    rw [Finset.sum_const, Finset.card_univ, Fintype.card_fin, nsmul_eq_mul] at h
    refine h.trans ?_
    by_cases hP : (P : ℝ) = 0
    · rw [hP, zero_mul]
      positivity
    · exact le_of_eq (by field_simp)
  · exact squeeze_zero (fun P => Finset.sum_nonneg fun i _ => sq_nonneg _) hsq
      (tendsto_const_div_atTop_nhds_zero_nat _)

end

end PathIntegralRoughness
```

```lean
#print axioms PathIntegralRoughness.free_path_divergence
#print axioms PathIntegralRoughness.lipschitz_path_bounds
```

```
'PathIntegralRoughness.free_path_divergence' depends on axioms: [propext, Classical.choice, Quot.sound]
'PathIntegralRoughness.lipschitz_path_bounds' depends on axioms: [propext, Classical.choice, Quot.sound]
```
